# The Lieb–Mattis reference vector is an eigenvector with eigenvalue −m(m+2)/4

Two groups of m spins 1/2, A and B, with every spin of A coupled equally to every spin of B, are described here by one amplitude for each up/down configuration, not by coupled angular momenta. The Hamiltonian, with ħ = 1 and unit antiferromagnetic coupling, is

H = Σ_{i∈A} Σ_{j∈B} Si·Sj.

Let k be the number of up spins on A. The reference vector ψ has amplitude

c(k) = (−1)^k / binomial(m,k)

on configurations with m−k up spins on B, and zero on all others. The result is Hψ = −(m(m+2)/4) ψ with ψ ≠ 0, for every m, including the empty cluster m = 0.

The Lieb–Mattis argument uses this uniformly coupled model as a comparison for finite bipartite antiferromagnets with other couplings. The theorem concerns the comparison model alone; the step to a lattice with, say, nearest-neighbour bonds is a separate one. The theorem also doesn't say that the eigenvalue is the lowest. That follows from the usual angular-momentum argument: with S the total spin and S_A, S_B the total spins of the two groups, H = (S² − S_A² − S_B²)/2 is smallest when the spin quantum numbers are S = 0 and S_A = S_B = m/2.

In Lean 4 with Mathlib:

```lean
import Mathlib

namespace LiebMattisReference

noncomputable section
```

## Configurations and spin operators

A configuration s assigns `true` (up) or `false` (down) to each site, and a state assigns a complex number ψ(s) to each configuration.

```lean
/-- A state of spins 1/2 on the sites `V`: a complex amplitude for each configuration,
where `true` means spin up. -/
abbrev State (V : Type*) := (V → Bool) → ℂ
```

The number of up spins on a sublattice is the sum of its occupation numbers, 1 for up and 0 for down. The map `e` lists the sites of the sublattice.

```lean
/-- The number of indices `i` for which the spin at site `e i` is up. For injective `e` this is the
number of up spins on the sublattice that `e` lists. -/
def ups {V : Type*} {m : ℕ} (e : Fin m → V) (s : V → Bool) : ℕ :=
  ∑ i, (s (e i)).toNat
```

The x and y components of a spin reverse it, so they need the configuration with one site changed.

```lean
variable {V : Type*} [DecidableEq V] {m : ℕ}

/-- The configuration with the spin at site `i` reversed. -/
def flipAt (i : V) (s : V → Bool) : V → Bool := Function.update s i (!s i)
```

Half the Pauli matrix σx gives

(Sx_i ψ)(s) = ½ ψ(s with i reversed).

```lean
/-- The x component of the spin at site `i`, half the Pauli matrix. -/
def spinX (i : V) : Module.End ℂ (State V) where
  toFun ψ s := 1 / 2 * ψ (flipAt i s)
  map_add' φ ψ := by funext s; simp only [Pi.add_apply]; ring
  map_smul' c ψ := by
    funext s; simp only [Pi.smul_apply, smul_eq_mul, RingHom.id_apply]; ring
```

Half the Pauli matrix σy also reverses the spin, but its factor depends on the spin in the configuration being evaluated: −i/2 if it is up, +i/2 if it is down, where i is the imaginary unit and not the site.

```lean
/-- The y component of the spin at site `i`, half the Pauli matrix. -/
def spinY (i : V) : Module.End ℂ (State V) where
  toFun ψ s := (if s i then -Complex.I / 2 else Complex.I / 2) * ψ (flipAt i s)
  map_add' φ ψ := by funext s; simp only [Pi.add_apply]; ring
  map_smul' c ψ := by
    funext s; simp only [Pi.smul_apply, smul_eq_mul, RingHom.id_apply]; ring
```

The z component is diagonal, with values ±½.

```lean
/-- The z component of the spin at site `i`, half the Pauli matrix. -/
def spinZ (i : V) : Module.End ℂ (State V) where
  toFun ψ s := (if s i then 1 / 2 else -1 / 2) * ψ s
  map_add' φ ψ := by funext s; simp only [Pi.add_apply]; ring
  map_smul' c ψ := by
    funext s; simp only [Pi.smul_apply, smul_eq_mul, RingHom.id_apply]; ring
```

Products of these operators are compositions, and the scalar product of two spins is

Si·Sj = Sx_i Sx_j + Sy_i Sy_j + Sz_i Sz_j.

```lean
/-- The Heisenberg coupling `Si · Sj` of two spins. -/
def spinDot (i j : V) : Module.End ℂ (State V) :=
  spinX i * spinX j + spinY i * spinY j + spinZ i * spinZ j
```

The 2m sites form the disjoint union `Fin m ⊕ Fin m`, with `Sum.inl` marking A and `Sum.inr` marking B. The sum contains all m² bonds between the sublattices and none within them.

```lean
/-- The sum of `Si · Sj` over all bonds between sublattice A (left) and B (right). -/
def heisenberg (m : ℕ) : Module.End ℂ (State (Fin m ⊕ Fin m)) :=
  ∑ i : Fin m, ∑ j : Fin m, spinDot (Sum.inl i) (Sum.inr j)
```

## The reference amplitudes

The amplitude c(k) is called `amp m k`.

```lean
/-- The amplitude `(-1)^k / binomial(m,k)`, meant for `k ≤ m`. -/
def amp (m k : ℕ) : ℂ := (-1) ^ k / (m.choose k : ℂ)
```

The vector `refState` is unnormalised. There are binomial(m,k)² configurations with k up spins on A and m−k on B, so each k contributes 1 to the squared norm. The total is m+1, and the normalised amplitudes are c(k)/√(m+1).

```lean
/-- The reference state: amplitude `amp m k` on configurations with `k` up spins on A
and `m - k` on B, zero on all others. -/
def refState (m : ℕ) : State (Fin m ⊕ Fin m) := fun s =>
  if ups Sum.inl s + ups Sum.inr s = m then amp m (ups Sum.inl s) else 0
```

## One bond

For parallel spins the x and y products cancel, and the z product leaves ψ(s)/4. For antiparallel spins the x and y products each contribute ¼ of the exchanged amplitude:

(Si·Sj ψ)(s) = ½ ψ(s with i and j exchanged) − ¼ ψ(s).

The proof expands the definitions and checks the four spin combinations, using i² = −1 for the imaginary unit in each.

```lean
/-- On two distinct sites, `Si · Sj` multiplies parallel spins by 1/4; for antiparallel spins
it gives half the exchanged amplitude minus a quarter of the original one. -/
theorem spinDot_apply {i j : V} (h : i ≠ j) (ψ : State V) (s : V → Bool) :
    spinDot i j ψ s = if s i = s j then ψ s / 4
      else ψ (flipAt j (flipAt i s)) / 2 - ψ s / 4 := by
  have hj : flipAt i s j = s j := Function.update_of_ne h.symm _ _
  have e : spinDot i j ψ s = 1 / 2 * (1 / 2 * ψ (flipAt j (flipAt i s)))
      + (if s i then -Complex.I / 2 else Complex.I / 2) *
        ((if flipAt i s j then -Complex.I / 2 else Complex.I / 2) * ψ (flipAt j (flipAt i s)))
      + (if s i then 1 / 2 else -1 / 2) * ((if s j then 1 / 2 else -1 / 2) * ψ s) := rfl
  rw [e, hj]
  cases s i <;> cases s j <;> simp only [reduceIte, Bool.false_eq_true, reduceCtorEq]
  · linear_combination ψ (flipAt j (flipAt i s)) / 4 * Complex.I_sq
  · linear_combination -ψ (flipAt j (flipAt i s)) / 4 * Complex.I_sq
  · linear_combination -ψ (flipAt j (flipAt i s)) / 4 * Complex.I_sq
  · linear_combination ψ (flipAt j (flipAt i s)) / 4 * Complex.I_sq
```

In an exact diagonalisation with configurations stored as bit strings, this rule can be used to generate the matrix elements of a bond with unit coupling. Two equal bits contribute ¼ to the diagonal. Two different bits contribute −¼ to the diagonal and a matrix element ½ to the string with both bits flipped.

## What an exchange does to k

Reversing an up spin lowers its sublattice's count by one; reversing a down spin raises it by one. The lemma writes this as an equation without subtraction. Its proof separates the reversed site from the rest of the sum, which is unchanged.

```lean
/-- Reversing one spin of a sublattice with distinct sites changes its number of up spins
by one: down if the spin was up, up if it was down. -/
theorem ups_flipAt {e : Fin m → V} (he : Function.Injective e) (i : Fin m) (s : V → Bool) :
    ups e (flipAt (e i) s) + (s (e i)).toNat = ups e s + (!s (e i)).toNat := by
  have h : ∑ j ∈ Finset.univ.erase i, (flipAt (e i) s (e j)).toNat
      = ∑ j ∈ Finset.univ.erase i, (s (e j)).toNat :=
    Finset.sum_congr rfl fun j hj => by
      rw [flipAt, Function.update_of_ne (he.ne (Finset.ne_of_mem_erase hj))]
  have h1 : (flipAt (e i) s (e i)).toNat
      + ∑ j ∈ Finset.univ.erase i, (flipAt (e i) s (e j)).toNat = ups e (flipAt (e i) s) :=
    Finset.add_sum_erase _ (fun j => (flipAt (e i) s (e j)).toNat) (Finset.mem_univ i)
  have h2 : (s (e i)).toNat + ∑ j ∈ Finset.univ.erase i, (s (e j)).toNat = ups e s :=
    Finset.add_sum_erase _ (fun j => (s (e j)).toNat) (Finset.mem_univ i)
  have h3 : flipAt (e i) s (e i) = !s (e i) := by simp [flipAt]
  rw [h3, h] at h1
  omega
```

Let a and b be the numbers of up spins on A and B. Exchanging an up spin on A with a down spin on B gives (a,b) → (a−1,b+1); the opposite exchange gives (a+1,b−1). The sum a+b is conserved, so the exchanged configuration has amplitude c(a∓1) if a+b = m, and zero otherwise. The proof applies the previous lemma once on each sublattice.

```lean
/-- The reference amplitude after exchanging antiparallel spins on A and B. If `s` has `m` up spins
in total, `k` of them on A, it is `amp m (k - 1)` when the A spin was up and `amp m (k + 1)` when it
was down. Otherwise it is zero. -/
theorem refState_exchange (i j : Fin m) (s : Fin m ⊕ Fin m → Bool)
    (h : s (Sum.inl i) ≠ s (Sum.inr j)) :
    refState m (flipAt (Sum.inr j) (flipAt (Sum.inl i) s)) =
      if ups Sum.inl s + ups Sum.inr s = m then
        amp m (if s (Sum.inl i) then ups Sum.inl s - 1 else ups Sum.inl s + 1) else 0 := by
  have h1 := ups_flipAt Sum.inl_injective i s
  have h2 := ups_flipAt Sum.inr_injective j (flipAt (Sum.inl i) s)
  have h3 : ups Sum.inl (flipAt (Sum.inr j) (flipAt (Sum.inl i) s))
      = ups Sum.inl (flipAt (Sum.inl i) s) := by simp [ups, flipAt]
  have h4 : ups Sum.inr (flipAt (Sum.inl i) s) = ups Sum.inr s := by simp [ups, flipAt]
  have h5 : flipAt (Sum.inl i) s (Sum.inr j) = s (Sum.inr j) := by simp [flipAt]
  have hj : s (Sum.inr j) = !s (Sum.inl i) := by
    revert h; cases s (Sum.inl i) <;> cases s (Sum.inr j) <;> simp
  rw [h4, h5, hj] at h2
  have hs : ups Sum.inl (flipAt (Sum.inl i) s)
      + ups Sum.inr (flipAt (Sum.inr j) (flipAt (Sum.inl i) s))
      = ups Sum.inl s + ups Sum.inr s := by
    rw [Bool.not_not] at h2; omega
  have ha : ups Sum.inl (flipAt (Sum.inl i) s)
      = if s (Sum.inl i) then ups Sum.inl s - 1 else ups Sum.inl s + 1 := by
    revert h1
    cases s (Sum.inl i) <;> simp
    omega
  simp only [refState, h3]
  rw [hs, ha]
```

## The recursion between neighbouring amplitudes

For k+l+1 = m, the binomial coefficients obey

(k+1) binomial(m,k+1) = (l+1) binomial(m,k).

Taking reciprocals and including the alternating sign gives

(l+1) c(k+1) = −(k+1) c(k).

The proof clears the two nonzero denominators and uses the binomial identity.

```lean
/-- Neighbouring amplitudes alternate in sign: `(l+1) c(k+1) = -(k+1) c(k)` when
`k + l + 1 = m`. -/
theorem amp_succ {k l : ℕ} (h : k + l + 1 = m) :
    ((l : ℂ) + 1) * amp m (k + 1) = -((k : ℂ) + 1) * amp m k := by
  have hc := Nat.choose_succ_right_eq m k
  rw [show m - k = l + 1 by omega] at hc
  have hc' : (m.choose (k + 1) : ℂ) * (k + 1) = m.choose k * (l + 1) := by exact_mod_cast hc
  have h1 : (m.choose (k + 1) : ℂ) ≠ 0 :=
    Nat.cast_ne_zero.mpr (Nat.choose_pos (by omega)).ne'
  have h2 : (m.choose k : ℂ) ≠ 0 := Nat.cast_ne_zero.mpr (Nat.choose_pos (by omega)).ne'
  rw [amp, amp, ← mul_div_assoc, ← mul_div_assoc, div_eq_div_iff h1 h2]
  linear_combination (-1 : ℂ) ^ k * hc'
```

## Counting the bonds

Let n_i and n_j be the occupation numbers at the ends of a bond. Any quantity that depends only on these two spins has the form α + β n_i + γ n_j + δ n_i n_j. If the four coefficients are the same on every bond, as they are for uniform coupling, the sum over all bonds is

m²α + mβa + mγb + δab.

When a+b = m, there are a(m−b) = a² bonds with A up and B down, b² with A down and B up, and 2ab with parallel spins.

```lean
/-- Summing over all bonds a quantity that depends only on the two spins of the bond
leaves only the numbers of up spins on A and B. -/
theorem sum_bonds (s : Fin m ⊕ Fin m → Bool) (α β γ δ : ℂ) :
    ∑ i : Fin m, ∑ j : Fin m, (α + β * ((s (Sum.inl i)).toNat : ℂ)
      + γ * ((s (Sum.inr j)).toNat : ℂ)
      + δ * (((s (Sum.inl i)).toNat : ℂ) * ((s (Sum.inr j)).toNat : ℂ)))
    = m * m * α + m * β * ups Sum.inl s + m * γ * ups Sum.inr s
      + δ * (ups Sum.inl s * ups Sum.inr s) := by
  simp only [ups, Nat.cast_sum, Finset.sum_add_distrib, ← Finset.mul_sum, ← Finset.sum_mul,
    Finset.sum_const, Finset.card_univ, Fintype.card_fin, nsmul_eq_mul]
  ring
```

## The eigenvalue

For a+b = m, the bond counts give

(Hψ)(s) = (2ab/4) c(a) + a² [c(a−1)/2 − c(a)/4] + b² [c(a+1)/2 − c(a)/4].

The recursion, used once downwards and once upwards, gives

a² c(a−1) = −a(b+1) c(a),
b² c(a+1) = −b(a+1) c(a).

At a = 0 or b = 0 the corresponding exchange is absent, and its zero prefactor removes the out-of-range amplitude. Substitution yields

(Hψ)(s) = −[(a+b)²/4 + (a+b)/2] c(a) = −(m(m+2)/4) c(a).

If a+b ≠ m, both ψ(s) and every exchanged amplitude vanish, so both sides are zero. With A all up and B all down, the amplitude is (−1)^m, so ψ ≠ 0.

`HasEigenvector` combines the eigenvalue equation with ψ ≠ 0. In the proof, `hterm` writes each bond term in occupation numbers, `sum_bonds` adds them, and `hP` and `hQ` are the two uses of the recursion. The final `linear_combination` performs the substitution.

```lean
/-- The reference state is an eigenvector of the sum of `Si · Sj` over all A–B bonds, with
eigenvalue `-m(m+2)/4`. -/
theorem refState_hasEigenvector (m : ℕ) :
    (heisenberg m).HasEigenvector (-((m : ℂ) * (m + 2) / 4)) (refState m) := by
  refine ⟨Module.End.mem_eigenspace_iff.mpr (funext fun s => ?_), fun h => ?_⟩
  · have e1 : heisenberg m (refState m) s
        = ∑ i : Fin m, ∑ j : Fin m, spinDot (Sum.inl i) (Sum.inr j) (refState m) s := by
      simp only [heisenberg, LinearMap.sum_apply, Finset.sum_apply]
    rw [e1, Pi.smul_apply, smul_eq_mul]
    by_cases hm : ups Sum.inl s + ups Sum.inr s = m
    · have h0 : refState m s = amp m (ups Sum.inl s) := if_pos hm
      -- each bond term as a polynomial in the two occupation numbers
      have hterm : ∀ i j : Fin m, spinDot (Sum.inl i) (Sum.inr j) (refState m) s
          = amp m (ups Sum.inl s) / 4
          + (amp m (ups Sum.inl s - 1) / 2 - amp m (ups Sum.inl s) / 2)
            * ((s (Sum.inl i)).toNat : ℂ)
          + (amp m (ups Sum.inl s + 1) / 2 - amp m (ups Sum.inl s) / 2)
            * ((s (Sum.inr j)).toNat : ℂ)
          + (amp m (ups Sum.inl s) - amp m (ups Sum.inl s - 1) / 2
              - amp m (ups Sum.inl s + 1) / 2)
            * (((s (Sum.inl i)).toNat : ℂ) * ((s (Sum.inr j)).toNat : ℂ)) := by
        intro i j
        rw [spinDot_apply Sum.inl_ne_inr, h0]
        split_ifs with h
        · rw [h]
          cases s (Sum.inr j) <;> simp only [Bool.toNat_true, Bool.toNat_false,
            Nat.cast_one, Nat.cast_zero] <;> ring
        · have hj : s (Sum.inr j) = !s (Sum.inl i) := by
            revert h; cases s (Sum.inl i) <;> cases s (Sum.inr j) <;> simp
          rw [refState_exchange i j s h, if_pos hm, hj]
          cases s (Sum.inl i) <;> simp only [Bool.not_true, Bool.not_false, Bool.toNat_true,
            Bool.toNat_false, Nat.cast_one, Nat.cast_zero, reduceIte, Bool.false_eq_true] <;>
            ring
      simp_rw [hterm]
      rw [sum_bonds, h0]
      have hM : (m : ℂ) = ups Sum.inl s + ups Sum.inr s := by exact_mod_cast hm.symm
      generalize ups Sum.inl s = a at *
      generalize ups Sum.inr s = b at *
      -- the two exchange processes, weighted by their numbers of bonds
      have hP : (a : ℂ) * (a * amp m (a - 1)) = -(a * ((b + 1) * amp m a)) := by
        cases a with
        | zero => simp
        | succ k =>
          have := amp_succ (m := m) (k := k) (l := b) (by omega)
          rw [Nat.add_sub_cancel]
          push_cast
          linear_combination ((k : ℂ) + 1) * this
      have hQ : (b : ℂ) * (b * amp m (a + 1)) = -(b * ((a + 1) * amp m a)) := by
        cases b with
        | zero => simp
        | succ l =>
          have := amp_succ (m := m) (k := a) (l := l) (by omega)
          push_cast
          linear_combination ((l : ℂ) + 1) * this
      rw [hM]
      linear_combination (1 / 2 : ℂ) * hP + (1 / 2 : ℂ) * hQ
    · -- outside the sector of m up spins every term vanishes
      have h0 : refState m s = 0 := if_neg hm
      rw [h0, mul_zero]
      refine Finset.sum_eq_zero fun i _ => Finset.sum_eq_zero fun j _ => ?_
      rw [spinDot_apply Sum.inl_ne_inr, h0]
      split_ifs with h
      · simp
      · rw [refState_exchange i j s h, if_neg hm]
        simp
  · -- the configuration with A up and B down has a nonzero amplitude
    have := congrFun h (Sum.elim (fun _ => true) (fun _ => false))
    simp [refState, ups, amp] at this
```

For m = 2 the amplitudes are c(0) = 1, c(1) = −½ and c(2) = 1, or 1/√3, −1/(2√3) and 1/√3 after normalisation. The predicted eigenvalue is −2. Write the spins of A before the bar and those of B after it.

At ↑↑|↓↓ all four bonds are antiparallel:

4 × [½·(−½) − ¼·1] = −2 = −2 · c(2).

At ↑↓|↑↓ two bonds are parallel and two are antiparallel:

2 × ¼·(−½) + 2 × [½·1 − ¼·(−½)] = −¼ + 5/4 = 1 = −2 · c(1).

## Reversing every spin

Reversal replaces a by m−a and b by m−b. In the sector a+b = m this exchanges a and b. Since binomial(m,a) = binomial(m,b),

c(b) = (−1)^m c(a).

Outside that sector both amplitudes are zero. The operation is the product of σx over all sites, without complex conjugation. An exact diagonalisation of this finite cluster that separates the zero-magnetisation sector by spin inversion therefore finds the reference vector in the even block for even m and in the odd block for odd m.

The proof first shows that the up counts before and after reversal add to m on each sublattice, then uses the symmetry of the binomial coefficient.

```lean
/-- Reversing all spins multiplies the reference state by `(-1)^m`. -/
theorem refState_reverse (s : Fin m ⊕ Fin m → Bool) :
    refState m (fun i => !s i) = (-1) ^ m * refState m s := by
  have hc : ∀ e : Fin m → Fin m ⊕ Fin m, ups e (fun i => !s i) + ups e s = m := by
    intro e
    have h1 : ∀ i, (!s (e i)).toNat + (s (e i)).toNat = 1 := fun i => by
      cases s (e i) <;> rfl
    simp only [ups, ← Finset.sum_add_distrib, h1]
    simp
  have hA := hc Sum.inl
  have hB := hc Sum.inr
  simp only [refState]
  by_cases hm : ups Sum.inl s + ups Sum.inr s = m
  · have hp : ∀ a b : ℕ, (-1 : ℂ) ^ (a + b) * (-1) ^ a = (-1) ^ b := fun a b => by
      rw [pow_add, mul_right_comm, ← mul_pow]
      simp
    have h := hp (ups Sum.inl s) (ups Sum.inr s)
    rw [hm] at h
    have ha : ups Sum.inl (fun i => !s i) = ups Sum.inr s := by omega
    rw [if_pos (by omega), if_pos hm, ha, amp, amp, Nat.choose_symm_of_eq_add hm.symm,
      ← mul_div_assoc, h]
  · rw [if_neg (by omega), if_neg hm, mul_zero]

end

end LiebMattisReference
```

```lean
#print axioms LiebMattisReference.refState_hasEigenvector
-- 'LiebMattisReference.refState_hasEigenvector' depends on axioms: [propext, Classical.choice, Quot.sound]
#print axioms LiebMattisReference.refState_reverse
-- 'LiebMattisReference.refState_reverse' depends on axioms: [propext, Classical.choice, Quot.sound]
```
